# The on-site Coulomb integral of a continuous radial function is at least its multipole term

A $GW$ calculation in a mixed product basis may take the square root of the Coulomb matrix to symmetrise the dielectric matrix, and this needs a matrix without negative eigenvalues. For the bare interaction within a single muffin-tin sphere, at fixed angular momentum, the requirement is that the radial Coulomb integral of $f$ with itself be nonnegative for every real combination $f$ of the radial basis functions. For $f$ continuous on $[0,R]$ and $R>0$, this follows from an identity that writes the integral as a sum of two nonnegative terms.

In Lean 4 with Mathlib:

```lean
import Mathlib

open Set Filter Topology

namespace MixedProductBasis

noncomputable section
```

## Kernel, moments and the on-site integral

A product function has the form $f(r)Y_{LM}$, with $L=0,1,2,\dots$ The radial part of $1/|\mathbf r-\mathbf r'|$ at order $L$ is

$$k_L(r,s)=\frac{\min(r,s)^L}{\max(r,s)^{L+1}}.$$

The angular factor $4\pi/(2L+1)$ is left out throughout.

```lean
/-- The radial Coulomb kernel of multipole order `L`, for radii `r, s ≥ 0` that are not both zero. -/
def kernel (L : ℕ) (r s : ℝ) : ℝ := min r s ^ L / max r s ^ (L + 1)
```

The charge inside radius $r$ enters through the interior moment $Q(r)=\int_0^r f(s)\,s^{L+2}\,ds$.

```lean
/-- The multipole moment of order `L` of the radial function `f` inside the radius `r`. -/
def moment (L : ℕ) (f : ℝ → ℝ) (r : ℝ) : ℝ := ∫ s in (0 : ℝ)..r, f s * s ^ (L + 2)
```

The charge between $r$ and the sphere boundary enters through $P(r)=\int_r^R f(s)\,\frac{s^2}{s^{L+1}}\,ds$.

```lean
/-- The exterior moment of `f` between the radii `r > 0` and `R > 0`. -/
def extMoment (L : ℕ) (f : ℝ → ℝ) (R r : ℝ) : ℝ :=
  ∫ s in r..R, f s * (s ^ 2 / s ^ (L + 1))
```

The on-site integral is an iterated one, with the volume weights $r^2$ and $s^2$ written out:

$$E=\int_0^R\!\!\int_0^R f(r)f(s)\,r^2s^2\,k_L(r,s)\,ds\,dr.$$

In `coulomb L f R`, `f` is a function on the whole real line, but only its values on $[0,R]$ enter. It need not be normalised. Interactions with other spheres, periodic images and interstitial plane waves are not included.

```lean
/-- The on-site Coulomb integral of `f` with itself in a sphere of radius `R`. -/
def coulomb (L : ℕ) (f : ℝ → ℝ) (R : ℝ) : ℝ :=
  ∫ r in (0 : ℝ)..R, ∫ s in (0 : ℝ)..R, f r * f s * (r ^ 2 * s ^ 2) * kernel L r s
```

## Potential and behaviour at the nucleus

Take $f$ continuous on the whole line for now. Differentiating with respect to the upper limit gives $Q'(t)=f(t)\,t^{L+2}$.

```lean
variable {L : ℕ} {f : ℝ → ℝ} {R : ℝ}

/-- For continuous `f` the moment grows with the radius at the rate `f(t) t^(L+2)`. -/
theorem hasDerivAt_moment (hf : Continuous f) (t : ℝ) :
    HasDerivAt (moment L f) (f t * t ^ (L + 2)) t := by
  have hc : Continuous fun s => f s * s ^ (L + 2) := by fun_prop
  exact (hc.integral_hasStrictDerivAt 0 t).hasDerivAt
```

In $P$ the variable is the lower limit, so $P'(t)=-f(t)\,t^2/t^{L+1}$. The theorem takes $t>0$ and $R>0$, so that the integrand is continuous between $t$ and $R$ for every $L$.

```lean
/-- For continuous `f` and positive radii the exterior moment falls at the rate
`f(t) t² / t^(L+1)`. -/
theorem hasDerivAt_extMoment (hf : Continuous f) (hR : 0 < R) {t : ℝ} (ht : 0 < t) :
    HasDerivAt (extMoment L f R) (-(f t * (t ^ 2 / t ^ (L + 1)))) t := by
  have hm : Measurable fun s => f s * (s ^ 2 / s ^ (L + 1)) :=
    hf.measurable.mul ((measurable_id.pow_const 2).div (measurable_id.pow_const (L + 1)))
  have hc : ContinuousOn (fun s => f s * (s ^ 2 / s ^ (L + 1))) (uIcc t R) :=
    hf.continuousOn.mul (ContinuousOn.div (by fun_prop) (by fun_prop)
      fun s hs => (pow_pos ((lt_min ht hR).trans_le hs.1) _).ne')
  exact intervalIntegral.integral_hasDerivAt_left hc.intervalIntegrable
    hm.aestronglyMeasurable.stronglyMeasurableAtFilter
    (hf.continuousAt.mul (ContinuousAt.div (by fun_prop) (by fun_prop) (pow_pos ht _).ne'))
```

For $0<r\le R$, split the inner integral at $s=r$. Below $r$ the kernel is $s^L/r^{L+1}$, above it $r^L/s^{L+1}$, so

$$\int_0^R f(s)\,s^2k_L(r,s)\,ds=\frac{Q(r)}{r^{L+1}}+r^LP(r).$$

The two branches at the end of the proof treat these two ranges.

```lean
/-- For continuous `f` the radial potential at `0 < r ≤ R` is the sum of an interior
and an exterior multipole part. -/
theorem potential_eq (hf : Continuous f) {r : ℝ} (hr : 0 < r) (hrR : r ≤ R) :
    ∫ s in (0 : ℝ)..R, f s * s ^ 2 * kernel L r s =
      moment L f r / r ^ (L + 1) + r ^ L * extMoment L f R r := by
  have hc : Continuous fun s => f s * s ^ 2 * kernel L r s :=
    (hf.mul (continuous_id.pow 2)).mul (Continuous.div (by fun_prop) (by fun_prop)
      fun s => (pow_pos (lt_max_of_lt_left hr) _).ne')
  rw [← intervalIntegral.integral_add_adjacent_intervals (hc.intervalIntegrable 0 r)
    (hc.intervalIntegrable r R), moment, extMoment, ← intervalIntegral.integral_div,
    ← intervalIntegral.integral_const_mul]
  congr 1 <;> apply intervalIntegral.integral_congr <;> intro s hs
  · rw [uIcc_of_le hr.le] at hs
    simp only [kernel, min_eq_right hs.2, max_eq_left hs.2]
    ring
  · rw [uIcc_of_le hrR] at hs
    simp only [kernel, min_eq_left hs.1, max_eq_right hs.1]
    ring
```

Let $|f|\le K$ on $[0,R]$. For $0<t\le R$, using $s^{L+2}\le t^{L+2}$ in $Q$, and $s^2\le R^2$ and $s^{L+1}\ge t^{L+1}$ in $P$, gives

$$\left|\frac{Q(t)}{t^{L+1}}\right|\le Kt^2\le KRt,\qquad |t^{L+1}P(t)|\le KR^2(R-t)\le KR^3.$$

The single constant $M=KR+KR^3$ serves for both bounds.

```lean
/-- For continuous `f` the scaled interior moment is at most linear in the radius, and the
scaled exterior moment is bounded, on `0 < t ≤ R`. -/
theorem moment_bounds (hf : Continuous f) (hR : 0 < R) (L : ℕ) :
    ∃ M : ℝ, 0 ≤ M ∧ ∀ t ∈ Ioc 0 R, |moment L f t / t ^ (L + 1)| ≤ M * t ∧
      |t ^ (L + 1) * extMoment L f R t| ≤ M := by
  obtain ⟨K, hK⟩ := isCompact_Icc.exists_bound_of_continuousOn (hf.continuousOn (s := Icc 0 R))
  have hK0 : 0 ≤ K := (norm_nonneg _).trans (hK 0 ⟨le_rfl, hR.le⟩)
  refine ⟨K * R + K * R ^ 3, by positivity, fun t ⟨h0, h1⟩ => ?_⟩
  have hp : 0 < t ^ (L + 1) := pow_pos h0 _
  constructor
  · have hQ : |moment L f t| ≤ K * t ^ (L + 2) * |t - 0| := by
      rw [← Real.norm_eq_abs (moment L f t), moment]
      apply intervalIntegral.norm_integral_le_of_norm_le_const
      intro s hs
      rw [uIoc_of_le h0.le] at hs
      rw [norm_mul, Real.norm_of_nonneg (pow_nonneg hs.1.le (L + 2))]
      exact mul_le_mul (hK s ⟨hs.1.le, hs.2.trans h1⟩)
        (pow_le_pow_left₀ hs.1.le hs.2 _) (pow_nonneg hs.1.le _) hK0
    rw [sub_zero, abs_of_pos h0] at hQ
    rw [abs_div, abs_of_pos hp, div_le_iff₀ hp]
    have h2 : K * t ^ (L + 2) * t ≤ K * R * t * t ^ (L + 1) := by
      rw [show K * t ^ (L + 2) * t = K * t * t * t ^ (L + 1) by ring]
      gcongr
    have h3 : 0 ≤ K * R ^ 3 * t * t ^ (L + 1) := by positivity
    linarith
  · have hP : |extMoment L f R t| ≤ K * (R ^ 2 / t ^ (L + 1)) * |R - t| := by
      rw [← Real.norm_eq_abs (extMoment L f R t), extMoment]
      apply intervalIntegral.norm_integral_le_of_norm_le_const
      intro s hs
      rw [uIoc_of_le h1] at hs
      have hs0 : 0 < s := h0.trans hs.1
      rw [norm_mul, Real.norm_of_nonneg (by positivity : 0 ≤ s ^ 2 / s ^ (L + 1))]
      exact mul_le_mul (hK s ⟨hs0.le, hs.2⟩) (div_le_div₀ (by positivity)
        (pow_le_pow_left₀ hs0.le hs.2 _) hp (pow_le_pow_left₀ h0.le hs.1.le _))
        (by positivity) hK0
    rw [abs_of_nonneg (sub_nonneg.2 h1)] at hP
    rw [abs_mul, abs_of_pos hp]
    have h2 := mul_le_mul_of_nonneg_left hP hp.le
    have h3 : t ^ (L + 1) * (K * (R ^ 2 / t ^ (L + 1)) * (R - t)) = K * R ^ 2 * (R - t) := by
      field_simp
    have h4 : 0 ≤ K * R ^ 2 * t := by positivity
    have h5 : 0 ≤ K * R := by positivity
    nlinarith
```

A function $u$ with $u(0)=0$ and $|u(t)|\le Ct$ tends to zero at the nucleus. If it is also continuous for $0<t\le R$, it is continuous on $[0,R]$.

```lean
/-- A radial function that vanishes at the nucleus, is continuous at every point of `0 < t ≤ R`
(from both sides, also at `R`) and is bounded there by a multiple of `t`, is continuous on `[0,R]`.
-/
theorem continuousOn_of_le {u : ℝ → ℝ} {C : ℝ} (h0 : u 0 = 0)
    (hc : ∀ t ∈ Ioc 0 R, ContinuousAt u t) (hb : ∀ t ∈ Ioc 0 R, |u t| ≤ C * t) :
    ContinuousOn u (Icc 0 R) := by
  have hn : ∀ s ∈ Icc 0 R, ‖u s‖ ≤ C * s := by
    intro s hs
    rcases hs.1.eq_or_lt with h | h
    · subst h
      simp [h0]
    · exact hb s ⟨h, hs.2⟩
  intro t ht
  rcases ht.1.eq_or_lt with h | h
  · subst h
    rw [ContinuousWithinAt, h0]
    refine squeeze_zero_norm' (eventually_of_mem self_mem_nhdsWithin hn) ?_
    exact ((continuous_const.mul continuous_id).tendsto' 0 0 (by simp)).mono_left
      nhdsWithin_le_nhds
  · exact (hc t ⟨h, ht.2⟩).continuousWithinAt
```

## The identity by one integration

By the potential formula, the outer integrand of $E$ is

$$h(t)=\frac{Q}{t^{L+1}}\,f\,t^2+t^{L+2}P f .$$

Consider $G=QP+Q^2/t^{2L+1}$. For $t>0$,

$$\begin{aligned}
G'&=f t^{L+2}P-Qf\frac{t^2}{t^{L+1}}+2Qf\frac{t^2}{t^{L+1}}-(2L+1)\frac{Q^2}{t^{2L+2}}\\
&=h-(2L+1)\frac{Q^2}{t^{2L+2}}.
\end{aligned}$$

The bounds give $|QP|\le M^2t$, and $Q^2/t^{2L+1}=t\,(Q/t^{L+1})^2$, so $G$ is continuous on $[0,R]$ with $G(0)=0$. Since $P(R)=0$, $G(R)=Q(R)^2/R^{2L+1}$. Integrating $G'$ from $0$ to $R$ yields

$$E=\frac{Q(R)^2}{R^{2L+1}}+(2L+1)\int_0^R\frac{Q(t)^2}{t^{2L+2}}\,dt .$$

In the code, `hE` identifies $E$ with $\int_0^R h\,dt$, `hd` is the derivative of $G$, and `hF` applies the fundamental theorem of calculus, which needs the derivative only in the open interval.

```lean
/-- The multipole decomposition of the on-site Coulomb integral in a sphere of radius `R > 0`,
for `f` continuous on the whole line. -/
theorem coulomb_eq_of_continuous (hf : Continuous f) (hR : 0 < R) (L : ℕ) :
    coulomb L f R = moment L f R ^ 2 / R ^ (2 * L + 1) +
      (2 * L + 1) * ∫ t in (0 : ℝ)..R, moment L f t ^ 2 / t ^ (2 * L + 2) := by
  obtain ⟨M, hM, hb⟩ := moment_bounds hf hR L
  let h : ℝ → ℝ := fun t => moment L f t / t ^ (L + 1) * (f t * t ^ 2) +
    t ^ (L + 2) * extMoment L f R t * f t
  let G : ℝ → ℝ := fun t => moment L f t * extMoment L f R t + moment L f t ^ 2 / t ^ (2 * L + 1)
  have hQ0 : moment L f 0 = 0 := by simp [moment]
  have cQ : ∀ t, ContinuousAt (moment L f) t := fun t => (hasDerivAt_moment hf t).continuousAt
  have cP : ∀ t ∈ Ioc 0 R, ContinuousAt (extMoment L f R) t :=
    fun t ht => (hasDerivAt_extMoment hf hR ht.1).continuousAt
  have cp : ∀ (n : ℕ) (t : ℝ), ContinuousAt (fun s : ℝ => s ^ n) t :=
    fun n t => (continuous_pow n).continuousAt
  -- the scaled moments are continuous up to the nucleus
  have ca : ContinuousOn (fun t => moment L f t / t ^ (L + 1)) (Icc 0 R) :=
    continuousOn_of_le (by simp [hQ0])
      (fun t ht => (cQ t).div (cp (L + 1) t) (pow_pos ht.1 (L + 1)).ne') fun t ht => (hb t ht).1
  have b2 : ∀ t ∈ Ioc 0 R, |t ^ (L + 2) * extMoment L f R t| ≤ M * t := by
    intro t ht
    rw [show t ^ (L + 2) * extMoment L f R t = t ^ (L + 1) * extMoment L f R t * t by ring,
      abs_mul, abs_of_pos ht.1]
    exact mul_le_mul_of_nonneg_right (hb t ht).2 ht.1.le
  have cc : ContinuousOn (fun t => t ^ (L + 2) * extMoment L f R t) (Icc 0 R) :=
    continuousOn_of_le (by simp) (fun t ht => (cp (L + 2) t).mul (cP t ht)) b2
  have b3 : ∀ t ∈ Ioc 0 R, |moment L f t * extMoment L f R t| ≤ M * M * t := by
    intro t ht
    have h0 : 0 < t := ht.1
    have e : moment L f t * extMoment L f R t =
        moment L f t / t ^ (L + 1) * (t ^ (L + 1) * extMoment L f R t) := by field_simp
    rw [e, abs_mul]
    exact (mul_le_mul (hb t ht).1 (hb t ht).2 (abs_nonneg _)
      (mul_nonneg hM h0.le)).trans_eq (by ring)
  have cm : ContinuousOn (fun t => moment L f t * extMoment L f R t) (Icc 0 R) :=
    continuousOn_of_le (by simp [hQ0]) (fun t ht => (cQ t).mul (cP t ht)) b3
  have e2 : ∀ t, moment L f t ^ 2 / t ^ (2 * L + 1) = t * (moment L f t / t ^ (L + 1)) ^ 2 := by
    intro t
    rcases eq_or_ne t 0 with rfl | h0
    · simp [hQ0]
    · rw [div_pow, show (t ^ (L + 1)) ^ 2 = t * t ^ (2 * L + 1) by ring, ← mul_div_assoc,
        mul_div_mul_left _ _ h0]
  have hGc : ContinuousOn G (Icc 0 R) :=
    cm.add ((continuousOn_id.mul (ca.pow 2)).congr fun t _ => e2 t)
  have ih : IntervalIntegrable h MeasureTheory.volume 0 R :=
    ContinuousOn.intervalIntegrable_of_Icc hR.le
      ((ca.mul (hf.mul (continuous_id.pow 2)).continuousOn).add (cc.mul hf.continuousOn))
  have iq : IntervalIntegrable (fun t => moment L f t ^ 2 / t ^ (2 * L + 2))
      MeasureTheory.volume 0 R :=
    ContinuousOn.intervalIntegrable_of_Icc hR.le ((ca.pow 2).congr fun t _ =>
      (by ring : moment L f t ^ 2 / t ^ (2 * L + 2) = (moment L f t / t ^ (L + 1)) ^ 2))
  -- the inner integral is `f r * r ^ 2` times the radial potential
  have hE : coulomb L f R = ∫ t in (0 : ℝ)..R, h t := by
    apply intervalIntegral.integral_congr
    intro r hr
    rw [uIcc_of_le hR.le] at hr
    rcases hr.1.eq_or_lt with h0 | h0
    · subst h0
      simp [h]
    · have h1 : ∫ s in (0 : ℝ)..R, f r * f s * (r ^ 2 * s ^ 2) * kernel L r s =
          f r * r ^ 2 * ∫ s in (0 : ℝ)..R, f s * s ^ 2 * kernel L r s := by
        rw [← intervalIntegral.integral_const_mul]
        congr 1
        funext s
        ring
      simp only [h]
      rw [h1, potential_eq hf h0 hr.2]
      ring
  have hG0 : G 0 = 0 := by simp [G, hQ0]
  have hGR : G R = moment L f R ^ 2 / R ^ (2 * L + 1) := by simp [G, extMoment]
  have hd : ∀ t ∈ Ioo 0 R,
      HasDerivAt G (h t - (2 * L + 1) * (moment L f t ^ 2 / t ^ (2 * L + 2))) t := by
    intro t ht
    have h0 : 0 < t := ht.1
    have hQ := hasDerivAt_moment (L := L) hf t
    refine ((hQ.fun_mul (hasDerivAt_extMoment (L := L) hf hR h0)).fun_add
      ((hQ.fun_pow 2).fun_div (hasDerivAt_pow (2 * L + 1) t)
        (pow_pos h0 _).ne')).congr_deriv ?_
    simp only [h, Nat.add_sub_cancel]
    push_cast
    field_simp
    ring
  have hF := intervalIntegral.integral_eq_sub_of_hasDerivAt_of_le hR.le hGc hd
    (ih.sub (iq.const_mul (2 * (L : ℝ) + 1)))
  rw [intervalIntegral.integral_sub ih (iq.const_mul _),
    intervalIntegral.integral_const_mul, hG0, hGR] at hF
  rw [hE]
  linarith
```

A radial function is usually given only inside its sphere. If $f$ is continuous on $[0,R]$, continue it beyond each end by its end value. The extension $g$ agrees with $f$ on $[0,R]$, so neither the moments there nor $E$ change, and the identity carries over.

```lean
/-- For `f` continuous on `[0,R]`, `R > 0`, the on-site Coulomb integral is the multipole term
`Q(R)²/R^(2L+1)` plus `2L+1` times the integral of `Q(t)²/t^(2L+2)` over `[0,R]`, where `Q` is
the moment of `f`. -/
theorem coulomb_eq (hf : ContinuousOn f (Icc 0 R)) (hR : 0 < R) (L : ℕ) :
    coulomb L f R = moment L f R ^ 2 / R ^ (2 * L + 1) +
      (2 * L + 1) * ∫ t in (0 : ℝ)..R, moment L f t ^ 2 / t ^ (2 * L + 2) := by
  -- extend `f` continuously beyond the sphere; no integral changes
  obtain ⟨g, hg, hgf⟩ : ∃ g : ℝ → ℝ, Continuous g ∧ ∀ r ∈ Icc 0 R, g r = f r :=
    ⟨IccExtend hR.le fun x : Icc (0 : ℝ) R => f x,
      (hf.comp_continuous continuous_subtype_val fun x => x.2).Icc_extend',
      fun r hr => IccExtend_of_mem _ _ hr⟩
  have hQ : ∀ r ∈ Icc 0 R, moment L g r = moment L f r := by
    intro r hr
    apply intervalIntegral.integral_congr
    intro s hs
    rw [uIcc_of_le hr.1] at hs
    simp only [hgf s ⟨hs.1, hs.2.trans hr.2⟩]
  have hE : coulomb L g R = coulomb L f R := by
    apply intervalIntegral.integral_congr
    intro r hr
    apply intervalIntegral.integral_congr
    intro s hs
    rw [uIcc_of_le hR.le] at hr hs
    simp only [hgf r hr, hgf s hs]
  rw [← hE, coulomb_eq_of_continuous hg hR L, hQ R ⟨hR.le, le_rfl⟩]
  congr 2
  apply intervalIntegral.integral_congr
  intro t ht
  rw [uIcc_of_le hR.le] at ht
  simp only [hQ t ht]
```

## The lower bound

The remaining integrand $Q^2/t^{2L+2}$ is nonnegative and so is $2L+1$. Hence

$$0\le\frac{Q(R)^2}{R^{2L+1}}\le E .$$

The middle term depends on $f$ only through its total multipole moment $Q(R)$. A function with $Q(R)=0$ therefore has the lower bound zero. The theorem states the two inequalities as a conjunction.

```lean
/-- For `f` continuous on `[0,R]`, `R > 0`, the on-site Coulomb integral is at least its
multipole term, and that term is nonnegative. -/
theorem multipole_le_coulomb (hf : ContinuousOn f (Icc 0 R)) (hR : 0 < R) (L : ℕ) :
    0 ≤ moment L f R ^ 2 / R ^ (2 * L + 1) ∧
      moment L f R ^ 2 / R ^ (2 * L + 1) ≤ coulomb L f R := by
  refine ⟨by positivity, ?_⟩
  rw [coulomb_eq hf hR L]
  have h : 0 ≤ ∫ t in (0 : ℝ)..R, moment L f t ^ 2 / t ^ (2 * L + 2) :=
    intervalIntegral.integral_nonneg hR.le
      fun t ht => div_nonneg (sq_nonneg _) (pow_nonneg ht.1 _)
  exact le_add_of_nonneg_right (mul_nonneg (by positivity) h)

end

end MixedProductBasis
```

```lean
#print axioms MixedProductBasis.multipole_le_coulomb
```

```
'MixedProductBasis.multipole_le_coulomb' depends on axioms: [propext, Classical.choice, Quot.sound]
```
